# With bounded degree, the number of linked clusters of fixed size grows at most linearly with the system

In a finite system where each fragment couples to at most $d$ others, at most $d^{2n}$ linked clusters of $n+1$ fragments contain a given fragment. If the system has $N$ fragments, it has at most $N d^{2n}/(n+1)$ such clusters in total. By contrast, the number of all subsets of a fixed size of at least two eventually exceeds any constant multiple of $N$.

## Clusters in an expansion by fragments

A lattice model or a large molecule can be divided into fragments (sites, atoms or monomers), and an extensive quantity such as the energy can be expanded in contributions from groups of fragments. If each group is computed separately, the number of groups at a given order is one factor in the cost.

Draw an edge between two fragments when they are coupled. A linked cluster is a set of fragments that is connected through couplings among its own members. The term here means a set of fragments, whereas in Green's function theory it usually refers to connected diagrams.

For expansions that keep only linked clusters up to a fixed size, on finite coupling graphs with a common degree bound, the result says that the number of cluster calculations grows at most linearly with the system. That unlinked groups contribute nothing, or little enough to be left out, is a property of the Hamiltonian and of the quantity expanded, and it has to be established separately. Long-range interactions need particular care, since they may couple every pair of fragments. The cost of solving each cluster is a separate matter too.

## The statement in Lean

The fragments form a finite type `V`, and the couplings a `SimpleGraph V`: they are symmetric, no fragment couples to itself, and strengths are not recorded. The whole graph need not be connected.

- `linkedClusters G n` is the collection of $n$-element sets whose induced graph is connected.
- `clustersAt G v n` keeps those that contain $v$.
- `hd : ∀ v, G.degree v ≤ d` says that every fragment has at most $d$ coupling partners. Physically, it stands for couplings of short range between fragments that cannot be packed arbitrarily densely.

The theorem `card_clustersAt_le` bounds the clusters at one fragment, and `card_linkedClusters_le` bounds the total, multiplied by $n+1$ to avoid division. Both use the size $s=n+1$, so the exponent $2n$ equals $2(s-1)$. Each concerns a single graph; growth that is at most linear follows when $d$ and $n$ stay fixed along a sequence of growing systems.

The theorem `all_subsets_superlinear` involves no graph. It counts the subsets of size $n+2$ of `Fin N`, a set of $N$ labelled fragments.

## Touring a cluster and counting the tours

**Sets visited by walks.** Let $W_m(v)$ be the family of vertex sets visited by $m$-step walks from $v$. Then $W_0(v)=\{\{v\}\}$, and splitting off the first step gives

$$W_{m+1}(v)=\bigcup_{u\sim v}\bigl\{\{v\}\cup T : T\in W_m(u)\bigr\},$$

where $u\sim v$ means that $u$ and $v$ are coupled. There are at most $d$ choices of $u$, so $|W_{m+1}(v)|\le d\cdot d^m$ if the bound $d^m$ holds for $m$ steps. Since $|W_0(v)|=1$, induction gives $|W_m(v)|\le d^m$.

**A tour of the cluster.** Let $S$ be a linked cluster of $n+1$ fragments containing $v$. Start with the walk of zero steps at $v$. Suppose a closed walk of $2k$ steps, with $k<n$, visits a set $T\subset S$ of $k+1$ fragments. Some $x\in S$ is not in $T$. A path inside $S$ from $v$ to $x$ must leave $T$, along an edge from some $a\in T$ to some $b\in S\setminus T$. Insert the detour $a\to b\to a$ into the walk. It now has $2(k+1)$ steps and visits $k+2$ fragments of $S$. After $n$ detours it has $2n$ steps and visits all of $S$.

Hence every such $S$ belongs to $W_{2n}(v)$, which has at most $d^{2n}$ members.

**The whole system.** Let $c(v)$ be the number of linked clusters of size $n+1$ containing $v$, and $L$ their total number. Each cluster is counted once for each of its members, so

$$(n+1)L=\sum_v c(v)\le N d^{2n}.$$

**All subsets.** Let $C$ be any natural number and take $N\ge (n+2)(C+1)$. Write $N=n+2+t$, so that $t\ge C(n+2)$. Then

$$(n+2)\binom{N}{n+2}=N\binom{n+1+t}{n+1}\ge N(t+1)>CN(n+2),$$

where the first inequality uses $\binom{n+1+t}{t}\ge\binom{t+1}{t}=t+1$. Dividing by $n+2$ gives $\binom{N}{n+2}>CN$.

## A hub breaks the bound

Take a star with a centre and three leaves, and let $v$ be a leaf. Its degree is 1, yet two linked clusters of size three contain it, more than $1^4=1$. Bounding the degree of $v$ alone is therefore not enough.

A star on $N$ fragments has $\binom{N-1}{2}$ linked clusters of size three, although its average degree is below 2. A bounded average degree thus does not ensure a linear upper bound.

## The complete file

```lean
import Mathlib

open Finset

namespace LinkedClusterCounting

variable {V : Type*} [DecidableEq V] {G : SimpleGraph V}

open Classical in
/-- The linked clusters of size `n`: sets of `n` fragments whose induced coupling graph is
connected. -/
noncomputable def linkedClusters [Fintype V] (G : SimpleGraph V) (n : ℕ) :
    Finset (Finset V) :=
  univ.filter fun S => S.card = n ∧ (G.induce (S : Set V)).Connected

/-- The linked clusters of size `n` that contain the fragment `v`. -/
noncomputable def clustersAt [Fintype V] (G : SimpleGraph V) (v : V) (n : ℕ) :
    Finset (Finset V) :=
  (linkedClusters G n).filter fun S => v ∈ S

/-- The sets of fragments visited by walks of `m` steps along the couplings, starting at a given
fragment. -/
def walkSupports [Fintype V] (G : SimpleGraph V) [DecidableRel G.Adj] :
    ℕ → V → Finset (Finset V)
  | 0, v => {{v}}
  | m + 1, v => (G.neighborFinset v).biUnion fun u => (walkSupports G m u).image (insert v)

/-- If each fragment couples to at most `d` others, walks of `m` steps from a given fragment
visit at most `d ^ m` different sets of fragments. -/
theorem card_walkSupports_le [Fintype V] [DecidableRel G.Adj] {d : ℕ}
    (hd : ∀ v, G.degree v ≤ d) (m : ℕ) (v : V) : (walkSupports G m v).card ≤ d ^ m := by
  induction m generalizing v with
  | zero => simp [walkSupports]
  | succ m ih =>
    rw [walkSupports]
    -- at most `d` choices for the first step, then the bound for the remaining `m` steps
    calc _ ≤ (G.neighborFinset v).card * d ^ m :=
          Finset.card_biUnion_le_card_mul _ _ _ fun u _ => Finset.card_image_le.trans (ih u)
      _ ≤ d * d ^ m := by
          rw [G.card_neighborFinset_eq_degree]
          exact Nat.mul_le_mul_right _ (hd v)
      _ = d ^ (m + 1) := by ring

/-- The set of fragments on any walk belongs to the recursively generated family for its length
and starting point. -/
theorem support_mem_walkSupports [Fintype V] [DecidableRel G.Adj] {v w : V}
    (p : G.Walk v w) : p.support.toFinset ∈ walkSupports G p.length v := by
  induction p with
  | nil => simp [walkSupports]
  | cons h p ih =>
    rw [SimpleGraph.Walk.length_cons, SimpleGraph.Walk.support_cons, List.toFinset_cons,
      walkSupports]
    exact Finset.mem_biUnion.2
      ⟨_, (G.mem_neighborFinset _ _).2 h, Finset.mem_image_of_mem _ ih⟩

/-- A walk through `a` can be extended by a detour to a coupled fragment `b` and back: this costs
two steps, keeps the end points and adds `b` to the visited set. -/
theorem exists_detour {u w a b : V} (p : G.Walk u w) (ha : a ∈ p.support)
    (hab : G.Adj a b) : ∃ q : G.Walk u w, q.length = p.length + 2 ∧
      q.support.toFinset = insert b p.support.toFinset := by
  induction p with
  | nil =>
    rw [SimpleGraph.Walk.support_nil, List.mem_singleton] at ha
    subst ha
    refine ⟨.cons hab (.cons hab.symm .nil), rfl, ?_⟩
    ext x
    simp only [List.mem_toFinset, Finset.mem_insert, SimpleGraph.Walk.support_cons,
      SimpleGraph.Walk.support_nil, List.mem_cons]
    tauto
  | cons h p ih =>
    rw [SimpleGraph.Walk.support_cons, List.mem_cons] at ha
    rcases ha with ha | ha
    · -- the detour starts at the first fragment
      subst ha
      refine ⟨.cons hab (.cons hab.symm (.cons h p)), rfl, ?_⟩
      ext x
      simp only [List.mem_toFinset, Finset.mem_insert, SimpleGraph.Walk.support_cons,
        List.mem_cons]
      tauto
    · -- the detour starts later on the walk
      obtain ⟨q, hl, hs⟩ := ih ha
      refine ⟨.cons h q, ?_, ?_⟩
      · have h1 := SimpleGraph.Walk.length_cons h q
        have h2 := SimpleGraph.Walk.length_cons h p
        omega
      · rw [SimpleGraph.Walk.support_cons, SimpleGraph.Walk.support_cons,
          List.toFinset_cons, List.toFinset_cons, hs, Finset.insert_comm]

/-- A linked cluster of `n + 1` fragments can be toured from any of its members by a closed walk
of `2 n` steps that visits exactly the cluster. -/
theorem exists_closed_tour {S : Finset V} {v : V} {n : ℕ} (hv : v ∈ S)
    (hS : (G.induce (S : Set V)).Connected) (hn : S.card = n + 1) :
    ∃ p : G.Walk v v, p.length = 2 * n ∧ p.support.toFinset = S := by
  have key : ∀ k ≤ n, ∃ p : G.Walk v v, p.length = 2 * k ∧
      p.support.toFinset ⊆ S ∧ p.support.toFinset.card = k + 1 := by
    intro k
    induction k with
    | zero =>
      intro _
      exact ⟨.nil, rfl, by simpa using hv, by simp⟩
    | succ k ih =>
      intro hk
      obtain ⟨p, hl, hsub, hc⟩ := ih (by omega)
      obtain ⟨x, hxS, hxp⟩ : ∃ x ∈ S, x ∉ p.support.toFinset :=
        Finset.exists_mem_notMem_of_card_lt_card (by omega)
      -- connectivity gives a coupling that leaves the visited part inside the cluster
      obtain ⟨w⟩ := hS.preconnected ⟨v, Finset.mem_coe.2 hv⟩ ⟨x, Finset.mem_coe.2 hxS⟩
      obtain ⟨e, _, h1, h2⟩ :=
        w.exists_boundary_dart {y | y.1 ∈ p.support.toFinset} (by simp) hxp
      have hadj : G.Adj e.fst.1 e.snd.1 := e.adj
      obtain ⟨q, hq, hs⟩ := exists_detour p (List.mem_toFinset.1 h1) hadj
      refine ⟨q, by omega, ?_, ?_⟩
      · rw [hs]
        exact Finset.insert_subset (Finset.mem_coe.1 e.snd.2) hsub
      · rw [hs, Finset.card_insert_of_notMem h2, hc]
  obtain ⟨p, hl, hsub, hc⟩ := key n le_rfl
  exact ⟨p, hl, Finset.eq_of_subset_of_card_le hsub (by omega)⟩

/-- If each fragment couples to at most `d` others, at most `d ^ (2 n)` linked clusters of
`n + 1` fragments contain a given fragment. -/
theorem card_clustersAt_le [Fintype V] [DecidableRel G.Adj] {d : ℕ}
    (hd : ∀ v, G.degree v ≤ d) (v : V) (n : ℕ) :
    (clustersAt G v (n + 1)).card ≤ d ^ (2 * n) := by
  refine (Finset.card_le_card ?_).trans (card_walkSupports_le hd (2 * n) v)
  intro S hS
  simp only [clustersAt, linkedClusters, Finset.mem_filter, Finset.mem_univ, true_and] at hS
  obtain ⟨⟨hc, hconn⟩, hv⟩ := hS
  obtain ⟨p, hl, hs⟩ := exists_closed_tour hv hconn hc
  have hp := support_mem_walkSupports p
  rwa [hl, hs] at hp

/-- If each fragment couples to at most `d` others, the number of linked clusters of `n + 1`
fragments, times `n + 1`, is at most the number of fragments times `d ^ (2 n)`. -/
theorem card_linkedClusters_le [Fintype V] [DecidableRel G.Adj] {d : ℕ}
    (hd : ∀ v, G.degree v ≤ d) (n : ℕ) :
    (linkedClusters G (n + 1)).card * (n + 1) ≤ Fintype.card V * d ^ (2 * n) := by
  -- count the pairs (fragment, cluster containing it) in two ways
  have hswap : ∑ v, (clustersAt G v (n + 1)).card
      = ∑ S ∈ linkedClusters G (n + 1), S.card := by
    simp only [clustersAt, Finset.card_filter]
    rw [Finset.sum_comm]
    exact Finset.sum_congr rfl fun S _ => by simp
  have hsize : ∑ S ∈ linkedClusters G (n + 1), S.card
      = (linkedClusters G (n + 1)).card * (n + 1) := by
    have hcard : ∀ S ∈ linkedClusters G (n + 1), S.card = n + 1 := by
      intro S hS
      simp only [linkedClusters, Finset.mem_filter, Finset.mem_univ, true_and] at hS
      exact hS.1
    rw [Finset.sum_congr rfl hcard, Finset.sum_const, smul_eq_mul]
  rw [← hsize, ← hswap]
  calc ∑ v, (clustersAt G v (n + 1)).card ≤ ∑ _v : V, d ^ (2 * n) :=
        Finset.sum_le_sum fun v _ => card_clustersAt_le hd v n
    _ = Fintype.card V * d ^ (2 * n) := by simp

/-- Without the linking condition the count is not linear: for a fixed subset size `n + 2` and
any constant `C`, all sufficiently large systems of `N` fragments have more than `C N` subsets
of that size. -/
theorem all_subsets_superlinear (n C : ℕ) : ∃ N₀, ∀ N ≥ N₀,
    C * N < (powersetCard (n + 2) (univ : Finset (Fin N))).card := by
  refine ⟨n + 2 + C * (n + 2), fun N hN => ?_⟩
  obtain ⟨t, rfl⟩ : ∃ t, N = n + 1 + t + 1 := ⟨N - (n + 2), by omega⟩
  have ht : C * (n + 2) ≤ t := by omega
  rw [Finset.card_powersetCard, Finset.card_univ, Fintype.card_fin]
  have h1 : t + 1 ≤ (n + 1 + t).choose (n + 1) := by
    rw [Nat.choose_symm_add]
    calc t + 1 = (t + 1).choose t := (Nat.choose_succ_self_right t).symm
      _ ≤ _ := Nat.choose_le_choose t (by omega)
  -- absorption identity for binomial coefficients
  have h2 := Nat.add_one_mul_choose_eq (n + 1 + t) (n + 1)
  refine Nat.lt_of_mul_lt_mul_right (a := n + 2) ?_
  calc C * (n + 1 + t + 1) * (n + 2) = (n + 1 + t + 1) * (C * (n + 2)) := by ring
    _ < (n + 1 + t + 1) * (n + 1 + t).choose (n + 1) :=
        (Nat.mul_lt_mul_left (by omega)).2 (by omega)
    _ = (n + 1 + t + 1).choose (n + 2) * (n + 2) := h2

end LinkedClusterCounting
```

```lean
#print axioms LinkedClusterCounting.card_linkedClusters_le
-- 'LinkedClusterCounting.card_linkedClusters_le' depends on axioms: [propext, Classical.choice, Quot.sound]
#print axioms LinkedClusterCounting.all_subsets_superlinear
-- 'LinkedClusterCounting.all_subsets_superlinear' depends on axioms: [propext, Classical.choice, Quot.sound]
```

## From the lemmas to the bounds

`walkSupports` is the recursion for $W_m(v)$. `card_walkSupports_le` bounds its size by induction on $m$, with the starting point left general because the first step changes it. `support_mem_walkSupports` shows, by induction on the walk, that the recursion captures the visited set of every walk.

`exists_detour` inserts $a\to b\to a$, also by induction on the walk: either $a$ is the first fragment and the detour is made at once, or the induction hypothesis places it later.

In `exists_closed_tour`, the statement `key` is the induction on $k$. A comparison of cardinalities supplies the unvisited $x$, and `exists_boundary_dart` finds the edge leaving the visited part. At $k=n$, the visited set lies in $S$ and has the same number of elements, so the two are equal.

`card_clustersAt_le` then shows that `clustersAt G v (n + 1)` is contained in the walk family for $2n$ steps. In `card_linkedClusters_le`, `hswap` exchanges the two sums of the double count, and `hsize` uses the fact that every cluster has $n+1$ members.

In `all_subsets_superlinear`, `h1` is the lower bound $t+1$ and `h2` the absorption identity. The strict inequality is proved with the factor $n+2$ on both sides, which is then cancelled.
